# A two-electron correction with no valence–valence block acts on valence densities as a one-electron field of the frozen core

## Can a fixed core field replace a correction that is quadratic in the density?

I am running two-component calculations on a heavy atom with a frozen core. The transformation to two components also changes the electron–electron interaction, and I keep the bare Coulomb operator and treat the difference as a correction. That picture-change correction is concentrated near the nucleus, so I evaluate it once as a mean field of the core density and add it to the one-electron Hamiltonian.

What bothers me is that the correction energy is quadratic in the density, while my replacement is linear in it. When I compare two valence configurations, what have I lost? And should the core field carry the factor ½ of the two-electron energy?

## The loss is the valence density's own correction energy

If the correction has no matrix elements between pairs of valence orbitals, you lose nothing, and the core field enters without the ½.

Work in a finite orthonormal spin-orbital basis. Let \(P\) be the core projector, which is also the core density, and \(Q=1-P\). A valence density satisfies \(D=QDQ\). Let \(d\) be the correction, a matrix on orbital pairs, and let \(S\) swap the two labels of a pair. With \(W=d(1-S)\), direct minus exchange,

\[
W_{ij,kl}=d_{ij,kl}-d_{ij,lk},\qquad
E(D)=\tfrac12\operatorname{Tr}\big(W\,(D\otimes D)\big).
\]

The mean field of the core is

\[
F_{jl}=\sum_{i,k}W_{ij,kl}P_{ki},\qquad
\operatorname{Tr}(FD)=\operatorname{Tr}\big(W\,(P\otimes D)\big).
\]

**Expanding the energy.** Since \(E\) is quadratic,

\[
E(P+D)=E(P)+\tfrac12\operatorname{Tr}\big(W(P\otimes D)\big)+\tfrac12\operatorname{Tr}\big(W(D\otimes P)\big)+E(D).
\]

Relabelling the electrons leaves \(d\), and hence \(W\), unchanged, so the two cross terms are equal and their halves add up:

\[
E(P+D)=E(P)+\operatorname{Tr}(FD)+E(D).
\]

The error of the core field is therefore exactly \(E(D)\), whatever the valence block of \(d\) may be.

**Removing the last term.** Suppose \((Q\otimes Q)\,d\,(Q\otimes Q)=0\). Because \(S\) commutes with \(Q\otimes Q\), the exchange part vanishes too:

\[
(Q\otimes Q)\,dS\,(Q\otimes Q)=(Q\otimes Q)\,d\,(Q\otimes Q)\,S=0 .
\]

Hence \((Q\otimes Q)W(Q\otimes Q)=0\). Inserting \(D\otimes D=(Q\otimes Q)(D\otimes D)(Q\otimes Q)\) and cycling the trace gives

\[
E(D)=\tfrac12\operatorname{Tr}\big((Q\otimes Q)W(Q\otimes Q)(D\otimes D)\big)=0 .
\]

For two valence densities over the same core, \(E(P+D_1)-E(P+D_2)=\operatorname{Tr}\big(F(D_1-D_2)\big)\).

**Hermiticity.** Swap invariance says \(SdS=d\), so \(S\) commutes with \(d\), and \(W\) is Hermitian when \(d\) is. Then

\[
F_{lj}^*=\sum_{i,k}W_{il,kj}^*P_{ki}^*=\sum_{i,k}W_{kj,il}P_{ik}=F_{jl}.
\]

**Uniqueness.** Let a Hermitian \(V=QVQ\) satisfy \(E(P+D)=c+\operatorname{Tr}(VD)\) for all Hermitian valence \(D\). Taking \(D=0\) gives \(c=E(P)\), and \(E(D)=0\) by the block condition assumed above, so \(\operatorname{Tr}(VD)=\operatorname{Tr}(FD)=\operatorname{Tr}(QFQ\,D)\). The difference \(X=V-QFQ\) is itself an allowed \(D\). Thus \(\operatorname{Tr}(X^\dagger X)=\operatorname{Tr}(X^2)=0\), and \(V=QFQ\).

## What the matrices stand for

In the Lean file below, `n` labels the spin orbitals, `n × n` labels orbital pairs, and `⊗ₖ` is the Kronecker product. `antisym d` is \(W\), `energy d D` is \(E(D)\), and `meanField d P` is \(F\). `SwapInvariant d` expresses that the electrons are identical.

The main theorem, `frozen_core_exact`, takes a swap-invariant Hermitian `d`, a Hermitian `P` and the block condition `hQ`. It concludes that the core field is Hermitian and that \(E(P+D)=E(P)+\operatorname{Tr}(FD)\) for every `D` with `D = (1 - P) * D * (1 - P)`. It does not need `P` to be idempotent; `valence_field_unique` does, through `hPP`.

The condition `hQ` is assumed. Physically it says that two valence electrons never feel the correction together, an idealisation of its short range and of the small valence density near the nucleus. Here "valence" means every orbital outside the core, empty ones included, and tight empty orbitals can violate the condition strongly. The error \(E(D)\) for a given density involves only the orbitals that are occupied in \(D\). The matrix `d` is likewise given, not built from a relativistic Hamiltonian. The energy is the correction's contribution in single-determinant form, without correlation, and \(D=QDQ\) excludes core relaxation and core–valence mixing in the density.

Within this finite, frozen-core, mean-field model, your practice of adding the two-electron picture-change correction to the one-electron Hamiltonian is exact up to a constant when `hQ` holds; otherwise a comparison of two valence densities misses \(E(D_1)-E(D_2)\).

```lean
import Mathlib

open Matrix
open scoped Kronecker ComplexOrder

namespace FrozenCorePictureChange

noncomputable section

variable {n : Type*} [Fintype n]

/-- A two-electron operator is swap-invariant if relabelling the two electrons
leaves its matrix elements unchanged. -/
def SwapInvariant (d : Matrix (n × n) (n × n) ℂ) : Prop :=
  ∀ i j k l, d (i, j) (k, l) = d (j, i) (l, k)

/-- Direct minus exchange matrix elements of a two-electron operator. -/
def antisym (d : Matrix (n × n) (n × n) ℂ) : Matrix (n × n) (n × n) ℂ :=
  d - d.submatrix id Prod.swap

/-- The direct-minus-exchange energy of a one-electron density `D`. -/
def energy (d : Matrix (n × n) (n × n) ℂ) (D : Matrix n n ℂ) : ℂ :=
  (1 / 2 : ℂ) * trace (antisym d * (D ⊗ₖ D))

/-- The one-electron mean field (direct minus exchange) generated by a density `A`. -/
def meanField (d : Matrix (n × n) (n × n) ℂ) (A : Matrix n n ℂ) : Matrix n n ℂ :=
  Matrix.of fun j l => ∑ i, ∑ k, antisym d (i, j) (k, l) * A k i

/-- The mean field of `A`, traced with a density `C`, is the direct-minus-exchange
interaction of `A` with `C`. -/
theorem trace_meanField (d : Matrix (n × n) (n × n) ℂ) (A C : Matrix n n ℂ) :
    trace (meanField d A * C) = trace (antisym d * (A ⊗ₖ C)) := by
  simp only [Matrix.trace, Matrix.diag_apply, Matrix.mul_apply, Fintype.sum_prod_type,
    Matrix.kroneckerMap_apply, meanField, Matrix.of_apply, Finset.sum_mul]
  -- both sides are the same fourfold sum in a different order
  refine Eq.trans ?_ Finset.sum_comm
  refine Finset.sum_congr rfl fun j _ => ?_
  refine Finset.sum_comm.trans ?_
  refine Finset.sum_congr rfl fun i _ => ?_
  refine Finset.sum_comm.trans ?_
  refine Finset.sum_congr rfl fun k _ => Finset.sum_congr rfl fun l _ => ?_
  ring

/-- For a swap-invariant operator the interaction of `A` with `C` equals that of
`C` with `A`. -/
theorem interaction_symm {d : Matrix (n × n) (n × n) ℂ} (hd : SwapInvariant d)
    (A C : Matrix n n ℂ) :
    trace (antisym d * (A ⊗ₖ C)) = trace (antisym d * (C ⊗ₖ A)) := by
  have hW : ∀ i j k l, antisym d (i, j) (k, l) = antisym d (j, i) (l, k) := by
    intro i j k l
    simp only [antisym, Matrix.sub_apply, Matrix.submatrix_apply, id_eq, Prod.swap_prod_mk]
    rw [hd i j k l, hd i j l k]
  simp only [Matrix.trace, Matrix.diag_apply, Matrix.mul_apply, Fintype.sum_prod_type,
    Matrix.kroneckerMap_apply]
  -- exchange the names of the two electrons
  refine Finset.sum_comm.trans ?_
  refine Finset.sum_congr rfl fun j _ => Finset.sum_congr rfl fun i _ => ?_
  refine Finset.sum_comm.trans ?_
  refine Finset.sum_congr rfl fun l _ => Finset.sum_congr rfl fun k _ => ?_
  rw [hW i j k l]
  ring

/-- A swap-invariant Hermitian two-electron operator and a Hermitian density
generate a Hermitian mean field. -/
theorem meanField_isHermitian {d : Matrix (n × n) (n × n) ℂ} (hd : SwapInvariant d)
    (hH : d.IsHermitian) {A : Matrix n n ℂ} (hA : A.IsHermitian) :
    (meanField d A).IsHermitian := by
  have hW : (antisym d).IsHermitian := by
    refine Matrix.IsHermitian.ext ?_
    rintro ⟨i, j⟩ ⟨k, l⟩
    simp only [antisym, Matrix.sub_apply, Matrix.submatrix_apply, id_eq,
      Prod.swap_prod_mk, star_sub]
    rw [hH.apply, hH.apply, hd j i k l]
  refine Matrix.IsHermitian.ext fun j l => ?_
  simp only [meanField, Matrix.of_apply, star_sum, star_mul']
  refine Finset.sum_comm.trans ?_
  refine Finset.sum_congr rfl fun i _ => Finset.sum_congr rfl fun k _ => ?_
  rw [hW.apply, hA.apply]

/-- For a swap-invariant operator, the energy of `P + D` is the energy of `P`, plus `D` in
the mean field of `P`, plus the energy of `D` alone. -/
theorem energy_add {d : Matrix (n × n) (n × n) ℂ} (hd : SwapInvariant d)
    (P D : Matrix n n ℂ) :
    energy d (P + D) = energy d P + trace (meanField d P * D) + energy d D := by
  have h := interaction_symm hd P D
  rw [trace_meanField]
  simp only [energy, Matrix.add_kronecker, Matrix.kronecker_add, Matrix.mul_add,
    Matrix.trace_add]
  linear_combination (-1 / 2 : ℂ) * h

/-- If the block `(Q ⊗ Q) d (Q ⊗ Q)` vanishes, a density `D = Q D Q` has no
direct-minus-exchange energy of its own. -/
theorem energy_valence_eq_zero {d : Matrix (n × n) (n × n) ℂ} {Q D : Matrix n n ℂ}
    (hQ : (Q ⊗ₖ Q) * d * (Q ⊗ₖ Q) = 0) (hD : D = Q * D * Q) : energy d D = 0 := by
  -- the exchange permutation commutes with `Q ⊗ Q`
  have hs : (Q ⊗ₖ Q) * d.submatrix id Prod.swap * (Q ⊗ₖ Q)
      = ((Q ⊗ₖ Q) * d * (Q ⊗ₖ Q)).submatrix id Prod.swap := by
    ext p q
    simp only [Matrix.mul_apply, Matrix.submatrix_apply, id_eq]
    refine Fintype.sum_equiv (Equiv.prodComm n n) _ _ fun r => ?_
    have hr : (Q ⊗ₖ Q) r q = (Q ⊗ₖ Q) r.swap q.swap := by
      simp only [Matrix.kroneckerMap_apply, Prod.fst_swap, Prod.snd_swap]
      exact mul_comm _ _
    rw [hr]
    rfl
  have hW : (Q ⊗ₖ Q) * antisym d * (Q ⊗ₖ Q) = 0 := by
    rw [antisym, Matrix.mul_sub, Matrix.sub_mul, hs, hQ]
    ext p q
    simp
  have hk : D ⊗ₖ D = (Q ⊗ₖ Q) * (D ⊗ₖ D) * (Q ⊗ₖ Q) := by
    rw [← Matrix.mul_kronecker_mul, ← Matrix.mul_kronecker_mul, ← hD]
  -- move the projectors from the density to the interaction
  have ht : trace (antisym d * ((Q ⊗ₖ Q) * (D ⊗ₖ D) * (Q ⊗ₖ Q)))
      = trace ((Q ⊗ₖ Q) * antisym d * (Q ⊗ₖ Q) * (D ⊗ₖ D)) := by
    rw [← Matrix.mul_assoc, Matrix.trace_mul_comm]
    simp only [Matrix.mul_assoc]
  rw [energy, hk, ht, hW, Matrix.zero_mul, Matrix.trace_zero, mul_zero]

variable [DecidableEq n]

/-- Let `d` be swap-invariant and Hermitian with no valence-valence block, and let the core
density `P` be Hermitian. Then the mean field of the core is Hermitian and gives the energy of
every `P + D` with `D` in the valence space exactly, up to the constant core energy. -/
theorem frozen_core_exact {d : Matrix (n × n) (n × n) ℂ} {P : Matrix n n ℂ}
    (hd : SwapInvariant d) (hH : d.IsHermitian) (hP : P.IsHermitian)
    (hQ : ((1 - P) ⊗ₖ (1 - P)) * d * ((1 - P) ⊗ₖ (1 - P)) = 0) :
    (meanField d P).IsHermitian ∧ ∀ D : Matrix n n ℂ, D = (1 - P) * D * (1 - P) →
      energy d (P + D) = energy d P + trace (meanField d P * D) := by
  refine ⟨meanField_isHermitian hd hH hP, fun D hD => ?_⟩
  rw [energy_add hd, energy_valence_eq_zero hQ hD, add_zero]

/-- For swap-invariant `d` with no valence-valence block, the energy difference of two valence
densities over the same core is their difference traced with the core mean field. -/
theorem valence_energy_difference {d : Matrix (n × n) (n × n) ℂ} {P D₁ D₂ : Matrix n n ℂ}
    (hd : SwapInvariant d)
    (hQ : ((1 - P) ⊗ₖ (1 - P)) * d * ((1 - P) ⊗ₖ (1 - P)) = 0)
    (h₁ : D₁ = (1 - P) * D₁ * (1 - P)) (h₂ : D₂ = (1 - P) * D₂ * (1 - P)) :
    energy d (P + D₁) - energy d (P + D₂) = trace (meanField d P * (D₁ - D₂)) := by
  rw [energy_add hd, energy_add hd, energy_valence_eq_zero hQ h₁,
    energy_valence_eq_zero hQ h₂, Matrix.mul_sub, Matrix.trace_sub]
  ring

/-- Let `d` be swap-invariant and Hermitian with no valence-valence block, and `P` an orthogonal
projector. A Hermitian valence operator `V` that gives the energy of `P + D` up to a constant, for
every Hermitian valence density `D`, is the valence block of the core mean field. -/
theorem valence_field_unique {d : Matrix (n × n) (n × n) ℂ} {P V : Matrix n n ℂ} {c : ℂ}
    (hd : SwapInvariant d) (hH : d.IsHermitian) (hP : P.IsHermitian) (hPP : P * P = P)
    (hQ : ((1 - P) ⊗ₖ (1 - P)) * d * ((1 - P) ⊗ₖ (1 - P)) = 0)
    (hVH : V.IsHermitian) (hV : V = (1 - P) * V * (1 - P))
    (hE : ∀ D : Matrix n n ℂ, D.IsHermitian → D = (1 - P) * D * (1 - P) →
      energy d (P + D) = c + trace (V * D)) :
    V = (1 - P) * meanField d P * (1 - P) := by
  obtain ⟨hF, hex⟩ := frozen_core_exact hd hH hP hQ
  have hQQ : (1 - P) * (1 - P) = 1 - P := by
    linear_combination (norm := noncomm_ring) hPP
  have hQH : (1 - P)ᴴ = 1 - P := by
    rw [Matrix.conjTranspose_sub, Matrix.conjTranspose_one, hP.eq]
  generalize 1 - P = Q at *
  generalize meanField d P = F at *
  -- test the difference of the two candidates against itself
  obtain ⟨X, hX⟩ : ∃ X, X = V - Q * F * Q := ⟨_, rfl⟩
  have hXH : Xᴴ = X := by
    rw [hX, Matrix.conjTranspose_sub, Matrix.conjTranspose_mul, Matrix.conjTranspose_mul,
      hVH.eq, hF.eq, hQH, Matrix.mul_assoc]
  have hXv : X = Q * X * Q := by
    have h : Q * (Q * F * Q) * Q = Q * F * Q := by
      calc Q * (Q * F * Q) * Q = (Q * Q) * F * (Q * Q) := by simp only [Matrix.mul_assoc]
        _ = Q * F * Q := by rw [hQQ]
    rw [hX, Matrix.mul_sub, Matrix.sub_mul, ← hV, h]
  have h0 : energy d P = c := by
    simpa using hE 0 Matrix.isHermitian_zero (by simp)
  have h1 : trace (V * X) = trace (F * X) := by
    linear_combination hex X hXv - hE X hXH hXv + h0
  have h2 : trace (Q * F * Q * X) = trace (F * X) := by
    calc trace (Q * F * Q * X) = trace (Q * (F * Q * X)) := by simp only [Matrix.mul_assoc]
      _ = trace (F * Q * X * Q) := Matrix.trace_mul_comm _ _
      _ = trace (F * (Q * X * Q)) := by simp only [Matrix.mul_assoc]
      _ = trace (F * X) := by rw [← hXv]
  have h3 : trace (Xᴴ * X) = 0 := by
    rw [hXH]
    calc trace (X * X) = trace ((V - Q * F * Q) * X) := by rw [← hX]
      _ = 0 := by rw [Matrix.sub_mul, Matrix.trace_sub, h1, h2, sub_self]
  have h4 : X = 0 := Matrix.trace_conjTranspose_mul_self_eq_zero_iff.mp h3
  exact sub_eq_zero.mp (hX.symm.trans h4)

/-- The projector on the first of two orbitals. -/
def coreP : Matrix (Fin 2) (Fin 2) ℂ := !![1, 0; 0, 0]

/-- The interaction `P ⊗ Q + Q ⊗ P` between one core and one valence orbital. -/
def coreValence : Matrix (Fin 2 × Fin 2) (Fin 2 × Fin 2) ℂ :=
  coreP ⊗ₖ (1 - coreP) + (1 - coreP) ⊗ₖ coreP

/-- The two-orbital core-valence interaction is swap-invariant and Hermitian with no
valence-valence block, its core is an orthogonal projector, and its core mean field is the
valence projector. -/
theorem frozen_core_witness :
    SwapInvariant coreValence ∧ coreValence.IsHermitian ∧ coreP.IsHermitian ∧
      coreP * coreP = coreP ∧
      ((1 - coreP) ⊗ₖ (1 - coreP)) * coreValence * ((1 - coreP) ⊗ₖ (1 - coreP)) = 0 ∧
      meanField coreValence coreP = 1 - coreP := by
  have hP : corePᴴ = coreP := by
    ext i j
    fin_cases i <;> fin_cases j <;> simp [coreP]
  have hPP : coreP * coreP = coreP := by
    ext i j
    fin_cases i <;> fin_cases j <;> simp [coreP]
  have hQP : (1 - coreP) * coreP = 0 := by
    rw [Matrix.sub_mul, Matrix.one_mul, hPP, sub_self]
  refine ⟨?_, ?_, hP, hPP, ?_, ?_⟩
  · intro i j k l
    simp only [coreValence, Matrix.add_apply, Matrix.kroneckerMap_apply]
    ring
  · change coreValenceᴴ = coreValence
    rw [coreValence, Matrix.conjTranspose_add, Matrix.conjTranspose_kronecker,
      Matrix.conjTranspose_kronecker, Matrix.conjTranspose_sub, Matrix.conjTranspose_one, hP]
  · simp only [coreValence, Matrix.mul_add, ← Matrix.mul_kronecker_mul, hQP,
      Matrix.zero_mul, Matrix.zero_kronecker, Matrix.kronecker_zero, add_zero]
  · ext j l
    fin_cases j <;> fin_cases l <;>
      simp [meanField, antisym, coreValence, coreP, Fin.sum_univ_two]

end

end FrozenCorePictureChange
```

```lean
#print axioms FrozenCorePictureChange.valence_energy_difference
#print axioms FrozenCorePictureChange.valence_field_unique
```

```
'FrozenCorePictureChange.valence_energy_difference' depends on axioms: [propext, Classical.choice, Quot.sound]
'FrozenCorePictureChange.valence_field_unique' depends on axioms: [propext, Classical.choice, Quot.sound]
```

## From the fourfold sums to the core field

`trace_meanField` writes both traces as sums over four orbital labels and reorders them with `Finset.sum_comm`. `interaction_symm` exchanges the names of the electrons, which makes the cross terms equal. `energy_add` expands the Kronecker products and uses that equality in its `linear_combination` step to merge the two halves.

In `energy_valence_eq_zero`, `hs` moves the exchange permutation past \(Q\otimes Q\), `hW` concludes that the valence block of \(W\) vanishes, and `hk` and `ht` carry the projectors from the density to the interaction. `meanField_isHermitian` is the index calculation above. `frozen_core_exact` combines these results, and `valence_energy_difference` subtracts two instances of the energy formula.

`valence_field_unique` follows the uniqueness argument: `h0` sets \(D=0\), `h1` and `h2` compare the traces for \(D=X\), and `h3` gives \(\operatorname{Tr}(X^\dagger X)=0\), which forces \(X=0\).

Finally, `frozen_core_witness` checks a case with one core and one valence orbital, \(d=P\otimes Q+Q\otimes P\). It meets all the conditions on \(d\) and \(P\), and its core field is \(F=Q\): the correction raises the valence orbital by one energy unit, so the field that replaces it need not be zero.
